# Collinear local exchange energy is lowest with the quantization axis along the magnetization

**Q:** Your exchange energy sees the magnetization through a single number, its projection on a chosen axis. A magnetization is a vector. Haven't you discarded the physics before starting?

**A:** That choice defines the collinear approximation, and its cost is what I want to determine. At one point in space, let $n$ be the electron density, $M$ the magnetization vector in units where full polarization means $\|M\| = n$, and $e$ a unit vector along the quantization axis. The collinear functional keeps only $s = \langle M, e\rangle$ and builds the two spin densities $(n \pm s)/2$ from it. Local exchange gives each of them an energy per volume proportional to minus its $4/3$ power, as in the uniform electron gas. With the positive prefactors absorbed into the unit of energy,

$$E(n,s) = -\left[(n+s)^{4/3} + (n-s)^{4/3}\right], \qquad |s| \le n.$$

In Lean this is `exchangeEnergy n s`, and `projectedExchange n M e` inserts the inner product for $s$. The type `EuclideanSpace ℝ (Fin 3)` is ordinary three-dimensional space with its usual length.

```lean
import Mathlib

open Set

namespace CollinearExchange

noncomputable section

/-- Local exchange energy, in units of a positive constant, of a density `n` whose spin
projection on the quantization axis is `s`; the domain is `|s| ≤ n`. -/
def exchangeEnergy (n s : ℝ) : ℝ :=
  -((n + s) ^ (4 / 3 : ℝ) + (n - s) ^ (4 / 3 : ℝ))

/-- Collinear exchange energy of a density `n` with magnetization vector `M`, when only the
projection of `M` on the unit vector `e` along the quantization axis is kept. -/
def projectedExchange (n : ℝ) (M e : EuclideanSpace ℝ (Fin 3)) : ℝ :=
  exchangeEnergy n (inner ℝ M e)
```

**Q:** Where does the noncollinear energy appear?

**A:** It is the same function evaluated at the full length, $E(n,\|M\|)$, which refers to no axis. The comparison is therefore between $E(n,\langle M,e\rangle)$ and $E(n,\|M\|)$.

**Q:** The projection can be negative. Does an axis pointing the wrong way count as misaligned?

**A:** No. Replacing $s$ by $-s$ exchanges the two terms, so $E(n,|s|) = E(n,s)$. The Lean proof splits into the cases $|s| = s$ and $|s| = -s$; the second is this exchange.

```lean
/-- The exchange energy depends only on the magnitude of the spin projection. -/
theorem exchangeEnergy_abs (n s : ℝ) : exchangeEnergy n |s| = exchangeEnergy n s := by
  rcases abs_choice s with h | h
  · rw [h]
  · rw [h]
    simp only [exchangeEnergy, sub_neg_eq_add, ← sub_eq_add_neg]
    ring
```

**Q:** Then everything rests on $E$ falling as $|s|$ grows. Show me that by hand.

**A:** Take $0 \le s < t \le n$ and define the weights

$$a = \frac{t+s}{2t}, \qquad b = \frac{t-s}{2t}.$$

Both are positive, $a + b = 1$ and $(a-b)t = s$. Hence

$$a(n+t) + b(n-t) = n+s, \qquad b(n+t) + a(n-t) = n-s.$$

The function $f(u) = u^{4/3}$ is strictly convex on $u \ge 0$, and $n+t \ne n-t$ because $t > 0$. So

$$f(n+s) < a f(n+t) + b f(n-t), \qquad f(n-s) < b f(n+t) + a f(n-t).$$

Adding these and using $a+b=1$ gives $f(n+s) + f(n-s) < f(n+t) + f(n-t)$. A change of sign turns this into $E(n,t) < E(n,s)$.

The theorem states this as `StrictAntiOn (exchangeEnergy n) (Icc 0 n)`: strictly decreasing on the closed interval from $0$ to $n$. In the proof, `h1` and `h2` are the two convexity inequalities, `e1` and `e2` identify the mixtures as $n \pm s$, and `h3` collects the weights after the addition.

```lean
/-- At fixed density `n`, the exchange energy decreases strictly as the spin projection grows
from `0` to `n`. -/
theorem exchangeEnergy_strictAntiOn (n : ℝ) :
    StrictAntiOn (exchangeEnergy n) (Icc 0 n) := by
  intro s hs t ht hst
  have hs0 : 0 ≤ s := hs.1
  have htn : t ≤ n := ht.2
  have ht0 : 0 < t := lt_of_le_of_lt hs0 hst
  -- weights that mix the spin densities of `t` into those of `s`
  obtain ⟨a, b, ha, hb, hab, hd⟩ :
      ∃ a b : ℝ, 0 < a ∧ 0 < b ∧ a + b = 1 ∧ (a - b) * t = s := by
    refine ⟨(t + s) / (2 * t), (t - s) / (2 * t), div_pos (by linarith) (by linarith),
      div_pos (by linarith) (by linarith), ?_, ?_⟩
    · rw [← add_div, div_eq_iff (by positivity)]
      ring
    · rw [← sub_div, div_mul_eq_mul_div, div_eq_iff (by positivity)]
      ring
  have hc : StrictConvexOn ℝ (Ici (0 : ℝ)) (fun x : ℝ => x ^ (4 / 3 : ℝ)) :=
    strictConvexOn_rpow (by norm_num)
  have hp : n + t ∈ Ici (0 : ℝ) := mem_Ici.2 (by linarith)
  have hq : n - t ∈ Ici (0 : ℝ) := mem_Ici.2 (by linarith)
  have hne : n + t ≠ n - t := by
    intro h
    linarith
  -- strict convexity for the majority and for the minority spin density
  have h1 := hc.2 hp hq hne ha hb hab
  have h2 := hc.2 hp hq hne hb ha (by linarith)
  simp only [smul_eq_mul] at h1 h2
  have e1 : a * (n + t) + b * (n - t) = n + s := by linear_combination n * hab + hd
  have e2 : b * (n + t) + a * (n - t) = n - s := by linear_combination n * hab - hd
  rw [e1] at h1
  rw [e2] at h2
  have h3 : a * (n + t) ^ (4 / 3 : ℝ) + b * (n - t) ^ (4 / 3 : ℝ)
      + (b * (n + t) ^ (4 / 3 : ℝ) + a * (n - t) ^ (4 / 3 : ℝ))
      = (n + t) ^ (4 / 3 : ℝ) + (n - t) ^ (4 / 3 : ℝ) := by
    linear_combination ((n + t) ^ (4 / 3 : ℝ) + (n - t) ^ (4 / 3 : ℝ)) * hab
  simp only [exchangeEnergy]
  linarith
```

**Q:** I would vary an angle in practice, with the magnetization fixed.

**A:** Write $m = \|M\|$ and let $x$ be the cosine of the angle between $M$ and $e$, so that $s = mx$. For $0 < m \le n$, the map $x \mapsto mx$ is strictly increasing and takes $[0,1]$ into $[0,n]$. Composing it with the previous result makes the energy strictly decreasing in $x$. At $m = 0$ there is no direction to misalign with, and the energy is constant in $x$.

```lean
/-- For a magnetization of length `m` with `0 < m ≤ n`, the collinear exchange energy decreases
strictly as the cosine `x` between magnetization and quantization axis grows from `0` to `1`. -/
theorem exchange_strictAntiOn_cosine {n m : ℝ} (hm : 0 < m) (hmn : m ≤ n) :
    StrictAntiOn (fun x => exchangeEnergy n (m * x)) (Icc 0 1) := by
  have hmem : ∀ x ∈ Icc (0 : ℝ) 1, m * x ∈ Icc 0 n := by
    intro x hx
    have h := mul_le_mul_of_nonneg_left hx.2 hm.le
    exact ⟨mul_nonneg hm.le hx.1, by linarith⟩
  intro x hx y hy hxy
  exact exchangeEnergy_strictAntiOn n (hmem x hx) (hmem y hy)
    (mul_lt_mul_of_pos_left hxy hm)
```

**Q:** That uses a cosine as a bare number. Does the file ever deal with actual vectors and an arbitrary axis?

**A:** The next theorem does. Cauchy–Schwarz with $\|e\| = 1$ gives $|\langle M,e\rangle| \le \|M\|$. Since $\|M\| \le n$, both numbers lie in $[0,n]$, and monotonicity gives

$$E(n,\|M\|) \le E(n,\langle M,e\rangle).$$

The hypothesis `hM : ‖M‖ ≤ n` says that the spin density along any direction is nonnegative for both spin orientations. The file assumes it; for a density built from occupied spinors it holds because, in the units chosen for $M$, the spin matrix along any direction has eigenvalues $\pm 1$.

```lean
/-- For `‖M‖ ≤ n` and any unit vector `e` as quantization axis, the collinear exchange energy
is at least the value computed from the full length of the magnetization. -/
theorem exchange_le_projected {n : ℝ} {M e : EuclideanSpace ℝ (Fin 3)}
    (hM : ‖M‖ ≤ n) (he : ‖e‖ = 1) :
    exchangeEnergy n ‖M‖ ≤ projectedExchange n M e := by
  have hle := abs_real_inner_le_norm M e
  rw [he, mul_one] at hle
  unfold projectedExchange
  rw [← exchangeEnergy_abs n (inner ℝ M e)]
  exact (exchangeEnergy_strictAntiOn n).antitoneOn ⟨abs_nonneg _, hle.trans hM⟩
    ⟨norm_nonneg _, hM⟩ hle
```

**Q:** An inequality would also hold if the axis made no difference. When is there a real loss?

**A:** Whenever $M$ is off the axis. Suppose the two energies are equal. A strictly decreasing function takes no value twice, so $|\langle M,e\rangle| = \|M\|$. The component of $M$ perpendicular to the axis then has squared length

$$\|M - \langle M,e\rangle e\|^2 = \|M\|^2 - 2\langle M,e\rangle^2 + \langle M,e\rangle^2 = 0,$$

so $M = \langle M,e\rangle e$. Conversely, taking norms in that equation gives $\|M\| = |\langle M,e\rangle|$, and evenness makes the energies equal. The two directions of the Lean proof follow these two arguments. Alignment here includes the antiparallel case and $M = 0$.

```lean
/-- For `‖M‖ ≤ n` and a unit vector `e`, the collinear exchange energy equals the value computed
from the full length of the magnetization exactly when `M` is its own projection on the axis. -/
theorem projected_eq_iff_aligned {n : ℝ} {M e : EuclideanSpace ℝ (Fin 3)}
    (hM : ‖M‖ ≤ n) (he : ‖e‖ = 1) :
    projectedExchange n M e = exchangeEnergy n ‖M‖ ↔ M = (inner ℝ M e : ℝ) • e := by
  have hle := abs_real_inner_le_norm M e
  rw [he, mul_one] at hle
  unfold projectedExchange
  constructor
  · intro h
    rw [← exchangeEnergy_abs n (inner ℝ M e)] at h
    -- equal energies force equal projections
    have habs : |(inner ℝ M e : ℝ)| = ‖M‖ :=
      (exchangeEnergy_strictAntiOn n).injOn ⟨abs_nonneg _, hle.trans hM⟩
        ⟨norm_nonneg _, hM⟩ h
    have hsq : ‖M‖ ^ 2 = (inner ℝ M e : ℝ) ^ 2 := by rw [← habs, sq_abs]
    -- the component of `M` perpendicular to the axis vanishes
    have h0 : ‖M - (inner ℝ M e : ℝ) • e‖ ^ 2 = 0 := by
      rw [norm_sub_sq_real, real_inner_smul_right, norm_smul, he, mul_one,
        Real.norm_eq_abs, sq_abs]
      linear_combination hsq
    exact sub_eq_zero.1 (norm_eq_zero.1 (pow_eq_zero_iff (two_ne_zero)|>.1 h0))
  · intro h
    have hn := congrArg norm h
    rw [norm_smul, he, mul_one, Real.norm_eq_abs] at hn
    rw [hn, exchangeEnergy_abs]
```

**Q:** How large can the effect be?

**A:** For full polarization, $m = n$, one spin density vanishes when the axis lies along $M$:

$$E(n,n) = -(2n)^{4/3} = -2\cdot 2^{1/3}\, n^{4/3}, \qquad E(n,0) = -2n^{4/3}.$$

Thus $E(n,n) = 2^{1/3} E(n,0)$. In Lean, `h2` is the identity $2^{4/3} = 2\cdot 2^{1/3}$, and the rest is substitution. Full polarization is no exotic condition: a single two-component spinor has $\|M\| = n$ at every point.

```lean
/-- For a fully polarized density, the exchange energy with the axis along the magnetization is
`2^(1/3)` times the one with vanishing spin projection. -/
theorem exchange_fully_polarized {n : ℝ} (hn : 0 ≤ n) :
    exchangeEnergy n n = 2 ^ (1 / 3 : ℝ) * exchangeEnergy n 0 := by
  have h2 : (2 : ℝ) ^ (4 / 3 : ℝ) = 2 * 2 ^ (1 / 3 : ℝ) := by
    rw [show (4 / 3 : ℝ) = 1 + 1 / 3 by norm_num, Real.rpow_add (by norm_num),
      Real.rpow_one]
  simp only [exchangeEnergy, sub_self, add_zero, sub_zero]
  rw [Real.zero_rpow (by norm_num), ← two_mul n, Real.mul_rpow (by norm_num) hn, h2]
  ring
```

**Q:** And if the polarization is only partial?

**A:** Then the factor is not reached. For $0 \le m < n$, strict monotonicity gives $E(n,m) > E(n,n) = 2^{1/3}E(n,0)$. These energies are negative, so "above" means a smaller gain in magnitude.

For weak polarization the gain is quadratic. Expanding $E$ to second order in $s$, for $n > 0$, gives

$$E(n,s) \approx -2n^{4/3} - \tfrac{4}{9}\, n^{-2/3} s^2,$$

so a misaligned axis loses about $\tfrac{4}{9}\, n^{-2/3} m^2 (1-x^2)$. This expansion is a supplement to the Lean results.

```lean
/-- For a partially polarized density, `0 ≤ m < n`, the exchange energy stays strictly above
`2^(1/3)` times its value at vanishing spin projection. -/
theorem exchange_partially_polarized {n m : ℝ} (hm : 0 ≤ m) (hmn : m < n) :
    2 ^ (1 / 3 : ℝ) * exchangeEnergy n 0 < exchangeEnergy n m := by
  have hn : 0 ≤ n := hm.trans hmn.le
  rw [← exchange_fully_polarized hn]
  exact exchangeEnergy_strictAntiOn n ⟨hm, hmn.le⟩ ⟨hn, le_rfl⟩ hmn
```

**Q:** Give me the worst case as an energy difference, not a ratio.

**A:** With $n = \|M\|$ and the axis perpendicular to $M$, the projection is zero, and

$$E(n,0) - E(n,n) = (1 - 2^{1/3})\,E(n,0) = 2\,(2^{1/3} - 1)\, n^{4/3}.$$

The Lean theorem puts `‖M‖` in the place of the density, which builds in full polarization. It needs only the vanishing inner product, so it does not ask for $\|e\| = 1$. The proof inserts the zero projection and the previous factor, then simplifies.

```lean
/-- For a fully polarized density `‖M‖`, an axis perpendicular to the magnetization raises the
exchange energy by `2 (2^(1/3) - 1) ‖M‖^(4/3)`. -/
theorem perpendicular_axis_loss {M e : EuclideanSpace ℝ (Fin 3)}
    (h : (inner ℝ M e : ℝ) = 0) :
    projectedExchange ‖M‖ M e - exchangeEnergy ‖M‖ ‖M‖
      = 2 * (2 ^ (1 / 3 : ℝ) - 1) * ‖M‖ ^ (4 / 3 : ℝ) := by
  unfold projectedExchange
  rw [h, exchange_fully_polarized (norm_nonneg M)]
  simp only [exchangeEnergy, add_zero, sub_zero]
  ring

end

end CollinearExchange
```

```lean
#print axioms CollinearExchange.exchange_le_projected
#print axioms CollinearExchange.projected_eq_iff_aligned
#print axioms CollinearExchange.exchange_partially_polarized
#print axioms CollinearExchange.perpendicular_axis_loss
```

```
'CollinearExchange.exchange_le_projected' depends on axioms: [propext, Classical.choice, Quot.sound]
'CollinearExchange.projected_eq_iff_aligned' depends on axioms: [propext, Classical.choice, Quot.sound]
'CollinearExchange.exchange_partially_polarized' depends on axioms: [propext, Classical.choice, Quot.sound]
'CollinearExchange.perpendicular_axis_loss' depends on axioms: [propext, Classical.choice, Quot.sound]
```

**Q:** Where would I meet this in a four-component calculation?

**A:** In the exchange-correlation step on the integration grid. At each grid point the occupied spinors give $n$ and the three components of $M$. A collinear treatment with the axis along $z$ passes $(n \pm M_z)/2$ to the functional; a noncollinear one passes $(n \pm \|M\|)/2$. Take $n = \|M\| = 1$ with $M$ tilted by $60^\circ$ from $z$, so that $M_z = 1/2$. In the units used here, the collinear energy is $-(1.5^{4/3} + 0.5^{4/3}) \approx -2.114$, against $-2^{4/3} \approx -2.520$ for the noncollinear one. A perpendicular axis would give $-2$.

With spin-orbit coupling, the direction of $M$ can vary from point to point, and one fixed axis cannot then follow it everywhere. Within local exchange at fixed $n$ and $M$, the result gives the sign of the resulting error at each point: the collinear energy is never too low.

**Q:** Does that settle which treatment has the lower total energy?

**A:** No. The statement concerns one term at one point, with the density and magnetization held fixed. Correlation, gradient corrections and the relaxation of the spinors in a self-consistent calculation do not enter the model.
